# Residual bounds for stationary and nonstationary second-order energies

## Physical setting

Let $H_0$ be a real symmetric Hamiltonian in a finite orthonormal basis, with nondegenerate ground state $\psi_0$ (normalised) of energy $\varepsilon_0$, and perturb it to $H_0+\lambda V$ with $V$ real symmetric. With $P$ the projector onto the complement of $\psi_0$, the first-order response $\psi_1$ solves the Sternheimer equation $A\psi_1=-b$ on that complement, where $A=P(H_0-\varepsilon_0)P$ and $b=PV\psi_0$. The coefficient of $\lambda^2$ in the energy is $E_2=\langle\psi_1,b\rangle$, and $A$ is regarded throughout as an operator on the orthogonal complement of $\psi_0$, which is the space of the statement below (on the full space $A\psi_0=0$). With at least two basis functions, the lowest eigenvalue of $A$ on that complement is the excitation gap.

An iterative solver stops at an approximation $\varphi$ with residual $r=A\varphi+b$. Two expressions estimate $E_2$:
$$S=\langle\varphi,A\varphi\rangle+2\langle\varphi,b\rangle,\qquad N=\langle\varphi,b\rangle .$$
Both equal $E_2$ at $\varphi=\psi_1$, and $r$ is computable while $\varphi-\psi_1$ is not. For one real linear response equation in a finite basis, with a fixed symmetric $A$ whose eigenvalues have a known lower bound $m>0$, the result below converts a tolerance on $\|r\|$ into an error bar on the second-order energy.

## Statement

Let $A$ be symmetric on a finite-dimensional real inner product space, with all eigenvalues in $[m,L]$ and $0<m\le L$, and let $A\psi_1=-b$. For every $\varphi$,
$$\frac{\|r\|^2}{L}\le S-E_2\le\frac{\|r\|^2}{m},\qquad N-E_2=-\langle\psi_1,r\rangle,\qquad S-N=\langle\varphi,r\rangle .$$
Moreover $|N-E_2|\le\|b\|\|r\|/m$; if $\langle\varphi,r\rangle=0$, then $N-E_2$ obeys the same two-sided bound as $S-E_2$; and if $A(\varphi-\psi_1)=\mu(\varphi-\psi_1)$ for a real $\mu$, then $\mu(S-E_2)=\|r\|^2$.

The error of $S$ is quadratic in $\varphi-\psi_1$ because $S$ is the Hylleraas functional, whose minimum is $E_2$. The third-order energy, which the $2n+1$ theorem obtains from $\psi_1$, and higher orders are not treated.

## Derivation

1. Expanding, $S-N=\langle\varphi,A\varphi\rangle+\langle\varphi,b\rangle=\langle\varphi,r\rangle$. No property of $A$ is used.

2. By symmetry, $\langle\psi_1,A\varphi\rangle=\langle A\psi_1,\varphi\rangle=-N$. Hence $\langle\psi_1,r\rangle=-N+E_2$.

3. Put $e=\varphi-\psi_1$. Then $Ae=A\varphi+b=r$, and adding steps 1 and 2 gives $S-E_2=\langle e,r\rangle=\langle e,Ae\rangle$.

4. Let $v_i$ be an orthonormal eigenbasis with eigenvalues $\mu_i\in[m,L]$. For any vector $x$, $\langle x,Ax\rangle=\sum_i\mu_i\langle v_i,x\rangle^2$ and $\|x\|^2=\sum_i\langle v_i,x\rangle^2$, so $m\|x\|^2\le\langle x,Ax\rangle\le L\|x\|^2$. These are the form bounds.

5. The lower form bound, multiplied by $m$, gives $m^2\|e\|^2\le m\langle e,Ae\rangle$. Therefore
$$0\le\|Ae-me\|^2=\|Ae\|^2-2m\langle e,Ae\rangle+m^2\|e\|^2\le\|Ae\|^2-m\langle e,Ae\rangle .$$

6. The form is nonnegative at $Le-Ae$. Symmetry gives $\langle e,AAe\rangle=\|Ae\|^2$, and the upper form bound at $Ae$ gives $\langle Ae,AAe\rangle\le L\|Ae\|^2$. Therefore
$$0\le L^2\langle e,Ae\rangle-2L\|Ae\|^2+\langle Ae,AAe\rangle\le L^2\langle e,Ae\rangle-L\|Ae\|^2 ,$$
and division by $L>0$ yields $\|Ae\|^2\le L\langle e,Ae\rangle$.

7. With step 3, steps 5 and 6 read $m(S-E_2)\le\|r\|^2\le L(S-E_2)$. Dividing by $m$ and by $L$ gives the two-sided bound.

8. From $m\|\psi_1\|^2\le\langle\psi_1,A\psi_1\rangle\le\|\psi_1\|\|b\|$ follows $m\|\psi_1\|\le\|b\|$, also for $\psi_1=0$. Cauchy–Schwarz in step 2 gives $|N-E_2|\le\|b\|\|r\|/m$.

9. If $\langle\varphi,r\rangle=0$, step 1 gives $N=S$. If $Ae=\mu e$, then $r=\mu e$ and $\mu\langle e,r\rangle=\|r\|^2$, so an error with $\mu=L$ or $\mu=m$ turns the lower or the upper bound into an equality.

## What the formal version assumes

The type `E` is a real inner product space and `A : E →ₗ[ℝ] E` is a linear map defined on all of it; complex Bloch orbitals are not covered. The Lean variable `ψ` is $\psi_1$, and `resid`, `stationary`, `nonstationary` and `secondOrder` are $r$, $S$, $N$ and $E_2$. The sign convention is fixed by `hψ : A ψ = -b`, which also means that a solution is assumed and its existence is not derived. No vector other than the `u` below is required to be normalised.

The theorem `second_order_errors` is the first display of the statement: `hA` is symmetry, `hs` places every eigenvalue in `Set.Icc m L`, and the dimension is finite, zero included. The hypothesis `hmL` serves, with `hm`, to give $L>0$. The theorems `stationary_error_bounds` and `nonstationary_error_bounds_of_orthogonal` assume `FormBounds A m L` directly and hold in any dimension. A finite $L$ excludes the unbounded kinetic energy of the continuum. Besides symmetry, the theorem `nonstationary_error_bound` assumes only the lower form bound with $m>0$, and `stationary_error_of_eigenvector` assumes no form bound. Projectors, orbitals and the self-consistent potential do not occur: $A$ and $b$ are given and do not depend on $\varphi$. The link to $H_0$ and $V$ and the two examples that follow are ordinary mathematics that Lean has not checked.

Without symmetry the form bounds are not enough for the first display of the statement. In $\mathbb R^2$ take
$$A=\begin{pmatrix}1&1\\-1&1\end{pmatrix},\qquad \psi_1=(1,0),\qquad b=(-1,1),\qquad \varphi=(1,-1).$$
Here $\langle x,Ax\rangle=\|x\|^2$, so the form bounds hold with $m=L=1$. One finds $r=(-1,-1)$, $E_2=-1$ and $S=N=-2$. Thus $S-E_2=-1$ while $\|r\|^2/L=2$, and $N-E_2=-1$ while $-\langle\psi_1,r\rangle=+1$.

An easy mistake is to state the eigenvalue hypothesis `hs` without `FiniteDimensional ℝ E`. Multiplication by $x$ on real $L^2(-1,1)$ is symmetric and has no eigenvalues, so `hs` holds for every $m$ and $L$, although the form takes negative values.

## The Lean code

```lean
import Mathlib

open scoped InnerProductSpace

namespace SecondOrderResidualBounds

noncomputable section

variable {E : Type*} [NormedAddCommGroup E] [InnerProductSpace ℝ E]

/-- Residual `r = A φ + b` of a trial response `φ` in the linear equation `A ψ₁ = -b`. -/
def resid (A : E →ₗ[ℝ] E) (b φ : E) : E := A φ + b

/-- Stationary expression `S = ⟨φ, A φ⟩ + 2 ⟨φ, b⟩` for the second-order energy. -/
def stationary (A : E →ₗ[ℝ] E) (b φ : E) : ℝ := ⟪φ, A φ⟫_ℝ + 2 * ⟪φ, b⟫_ℝ

/-- Nonstationary expression `N = ⟨φ, b⟩` for the second-order energy. -/
def nonstationary (b φ : E) : ℝ := ⟪φ, b⟫_ℝ

/-- Second-order energy `E₂ = ⟨ψ₁, b⟩` of the first-order response `ψ₁`. -/
def secondOrder (b ψ : E) : ℝ := ⟪ψ, b⟫_ℝ

/-- The quadratic form of `A` lies between `m ‖x‖²` and `L ‖x‖²` for every vector `x`. -/
def FormBounds (A : E →ₗ[ℝ] E) (m L : ℝ) : Prop :=
  ∀ x, m * ‖x‖ ^ 2 ≤ ⟪x, A x⟫_ℝ ∧ ⟪x, A x⟫_ℝ ≤ L * ‖x‖ ^ 2

/-- The operator `x ↦ m x + (L - m) ⟨u, x⟩ u`. -/
def twoLevel (u : E) (m L : ℝ) : E →ₗ[ℝ] E where
  toFun x := m • x + ((L - m) * ⟪u, x⟫_ℝ) • u
  map_add' x y := by
    simp only [inner_add_right]
    module
  map_smul' c x := by
    simp only [real_inner_smul_right, RingHom.id_apply]
    module

/-- The stationary and nonstationary expressions differ by `S - N = ⟨φ, r⟩`. -/
theorem stationary_sub_nonstationary (A : E →ₗ[ℝ] E) (b φ : E) :
    stationary A b φ - nonstationary b φ = ⟪φ, resid A b φ⟫_ℝ := by
  unfold stationary nonstationary resid
  rw [inner_add_right]
  ring

/-- For symmetric `A` and `A ψ₁ = -b`, the nonstationary error is `N - E₂ = -⟨ψ₁, r⟩`. -/
theorem nonstationary_error {A : E →ₗ[ℝ] E} (hA : A.IsSymmetric) {b ψ : E}
    (hψ : A ψ = -b) (φ : E) :
    nonstationary b φ - secondOrder b ψ = -⟪ψ, resid A b φ⟫_ℝ := by
  have h : ⟪A ψ, φ⟫_ℝ = ⟪ψ, A φ⟫_ℝ := hA ψ φ
  rw [hψ, inner_neg_left] at h
  have hc := real_inner_comm φ b
  unfold nonstationary secondOrder resid
  rw [inner_add_right]
  linarith

/-- For symmetric `A` with form bounds `0 < m ≤ L`, every vector `e` obeys
`m ⟨e, A e⟩ ≤ ‖A e‖² ≤ L ⟨e, A e⟩`. -/
theorem norm_sq_apply_bounds {A : E →ₗ[ℝ] E} (hA : A.IsSymmetric) {m L : ℝ}
    (hm : 0 < m) (hmL : m ≤ L) (hb : FormBounds A m L) (e : E) :
    m * ⟪e, A e⟫_ℝ ≤ ‖A e‖ ^ 2 ∧ ‖A e‖ ^ 2 ≤ L * ⟪e, A e⟫_ℝ := by
  constructor
  · -- expand 0 ≤ ‖A e - m e‖²
    have h0 : 0 ≤ ‖A e - m • e‖ ^ 2 := sq_nonneg _
    rw [norm_sub_sq_real, real_inner_smul_right, norm_smul, mul_pow, Real.norm_eq_abs,
      sq_abs, real_inner_comm e (A e)] at h0
    have h1 := mul_le_mul_of_nonneg_left (hb e).1 hm.le
    nlinarith
  · -- positivity of the form at L e - A e
    have hL : 0 < L := lt_of_lt_of_le hm hmL
    have h0 : 0 ≤ ⟪L • e - A e, A (L • e - A e)⟫_ℝ :=
      le_trans (mul_nonneg hm.le (sq_nonneg _)) (hb _).1
    simp only [map_sub, map_smul, inner_sub_left, inner_sub_right, real_inner_smul_left,
      real_inner_smul_right] at h0
    have hs : ⟪A e, A e⟫_ℝ = ⟪e, A (A e)⟫_ℝ := hA e (A e)
    rw [← hs, real_inner_self_eq_norm_sq (A e)] at h0
    have h1 := (hb (A e)).2
    have h2 : L * ‖A e‖ ^ 2 ≤ L * (L * ⟪e, A e⟫_ℝ) := by nlinarith
    exact le_of_mul_le_mul_left h2 hL

/-- For symmetric `A` with form bounds `0 < m ≤ L` and `A ψ₁ = -b`, the stationary error obeys
`‖r‖² / L ≤ S - E₂ ≤ ‖r‖² / m`. -/
theorem stationary_error_bounds {A : E →ₗ[ℝ] E} (hA : A.IsSymmetric) {m L : ℝ}
    (hm : 0 < m) (hmL : m ≤ L) (hb : FormBounds A m L) {b ψ : E} (hψ : A ψ = -b) (φ : E) :
    ‖resid A b φ‖ ^ 2 / L ≤ stationary A b φ - secondOrder b ψ ∧
      stationary A b φ - secondOrder b ψ ≤ ‖resid A b φ‖ ^ 2 / m := by
  have hL : 0 < L := lt_of_lt_of_le hm hmL
  -- the residual is A applied to the error φ - ψ₁
  have hr : A (φ - ψ) = resid A b φ := by rw [map_sub, hψ, sub_neg_eq_add, resid]
  have h1 := stationary_sub_nonstationary A b φ
  have h2 := nonstationary_error hA hψ φ
  have hS : stationary A b φ - secondOrder b ψ = ⟪φ - ψ, resid A b φ⟫_ℝ := by
    rw [inner_sub_left]
    linarith
  have h := norm_sq_apply_bounds hA hm hmL hb (φ - ψ)
  rw [hr, ← hS] at h
  rw [div_le_iff₀ hL, le_div_iff₀ hm]
  constructor <;> linarith [h.1, h.2]

/-- In finite dimension, a symmetric `A` with all eigenvalues in `[m, L]` has quadratic form
between `m ‖x‖²` and `L ‖x‖²`. -/
theorem formBounds_of_eigenvalues [FiniteDimensional ℝ E] {A : E →ₗ[ℝ] E}
    (hA : A.IsSymmetric) {m L : ℝ}
    (hs : ∀ μ : ℝ, Module.End.HasEigenvalue A μ → μ ∈ Set.Icc m L) : FormBounds A m L := by
  have hn : Module.finrank ℝ E = Module.finrank ℝ E := rfl
  obtain ⟨v, μ, hv, hμ⟩ : ∃ (v : OrthonormalBasis (Fin (Module.finrank ℝ E)) ℝ E)
      (μ : Fin (Module.finrank ℝ E) → ℝ),
      (∀ i, A (v i) = μ i • v i) ∧ ∀ i, μ i ∈ Set.Icc m L :=
    ⟨hA.eigenvectorBasis hn, hA.eigenvalues hn, fun i => hA.apply_eigenvectorBasis hn i,
      fun i => hs _ (hA.hasEigenvalue_eigenvalues hn i)⟩
  intro x
  -- expand form and norm in the eigenbasis
  have hq : ⟪x, A x⟫_ℝ = ∑ i, μ i * ⟪v i, x⟫_ℝ ^ 2 := by
    rw [← v.sum_inner_mul_inner x (A x)]
    refine Finset.sum_congr rfl fun i _ => ?_
    have h : ⟪A (v i), x⟫_ℝ = ⟪v i, A x⟫_ℝ := hA _ _
    rw [← h, hv, real_inner_smul_left, real_inner_comm (v i) x]
    ring
  have hx : ‖x‖ ^ 2 = ∑ i, ⟪v i, x⟫_ℝ ^ 2 := by
    rw [← real_inner_self_eq_norm_sq x, ← v.sum_inner_mul_inner x x]
    refine Finset.sum_congr rfl fun i _ => ?_
    rw [real_inner_comm (v i) x]
    ring
  constructor
  · rw [hq, hx, Finset.mul_sum]
    exact Finset.sum_le_sum fun i _ => mul_le_mul_of_nonneg_right (hμ i).1 (sq_nonneg _)
  · rw [hq, hx, Finset.mul_sum]
    exact Finset.sum_le_sum fun i _ => mul_le_mul_of_nonneg_right (hμ i).2 (sq_nonneg _)

/-- For symmetric `A` in finite dimension with eigenvalues in `[m, L]`, `m > 0`, and
`A ψ₁ = -b`: `‖r‖²/L ≤ S - E₂ ≤ ‖r‖²/m`, `N - E₂ = -⟨ψ₁, r⟩` and `S - N = ⟨φ, r⟩`. -/
theorem second_order_errors [FiniteDimensional ℝ E] {A : E →ₗ[ℝ] E} (hA : A.IsSymmetric)
    {m L : ℝ} (hm : 0 < m) (hmL : m ≤ L)
    (hs : ∀ μ : ℝ, Module.End.HasEigenvalue A μ → μ ∈ Set.Icc m L)
    {b ψ : E} (hψ : A ψ = -b) (φ : E) :
    (‖resid A b φ‖ ^ 2 / L ≤ stationary A b φ - secondOrder b ψ ∧
      stationary A b φ - secondOrder b ψ ≤ ‖resid A b φ‖ ^ 2 / m) ∧
    nonstationary b φ - secondOrder b ψ = -⟪ψ, resid A b φ⟫_ℝ ∧
    stationary A b φ - nonstationary b φ = ⟪φ, resid A b φ⟫_ℝ :=
  ⟨stationary_error_bounds hA hm hmL (formBounds_of_eigenvalues hA hs) hψ φ,
    nonstationary_error hA hψ φ, stationary_sub_nonstationary A b φ⟩

/-- For symmetric `A` with `m ‖x‖² ≤ ⟨x, A x⟩`, `m > 0`, and `A ψ₁ = -b`, the nonstationary
error obeys `|N - E₂| ≤ ‖b‖ ‖r‖ / m`. -/
theorem nonstationary_error_bound {A : E →ₗ[ℝ] E} (hA : A.IsSymmetric) {m : ℝ} (hm : 0 < m)
    (hb : ∀ x, m * ‖x‖ ^ 2 ≤ ⟪x, A x⟫_ℝ) {b ψ : E} (hψ : A ψ = -b) (φ : E) :
    |nonstationary b φ - secondOrder b ψ| ≤ ‖b‖ * ‖resid A b φ‖ / m := by
  -- size of the response: m ‖ψ₁‖ ≤ ‖b‖
  have h1 : m * ‖ψ‖ ^ 2 ≤ ‖ψ‖ * ‖A ψ‖ := (hb ψ).trans (real_inner_le_norm _ _)
  rw [hψ, norm_neg] at h1
  have h2 : m * ‖ψ‖ ≤ ‖b‖ := by
    rcases (norm_nonneg ψ).eq_or_lt with h | h
    · rw [← h, mul_zero]
      exact norm_nonneg b
    · exact le_of_mul_le_mul_left (by nlinarith) h
  rw [nonstationary_error hA hψ φ, abs_neg, le_div_iff₀ hm]
  have h3 := mul_le_mul_of_nonneg_right (abs_real_inner_le_norm ψ (resid A b φ)) hm.le
  have h4 := mul_le_mul_of_nonneg_right h2 (norm_nonneg (resid A b φ))
  nlinarith

/-- For symmetric `A` with form bounds `0 < m ≤ L` and `A ψ₁ = -b`, a trial response orthogonal
to its residual has `‖r‖² / L ≤ N - E₂ ≤ ‖r‖² / m`. -/
theorem nonstationary_error_bounds_of_orthogonal {A : E →ₗ[ℝ] E} (hA : A.IsSymmetric)
    {m L : ℝ} (hm : 0 < m) (hmL : m ≤ L) (hb : FormBounds A m L) {b ψ : E} (hψ : A ψ = -b)
    {φ : E} (hφ : ⟪φ, resid A b φ⟫_ℝ = 0) :
    ‖resid A b φ‖ ^ 2 / L ≤ nonstationary b φ - secondOrder b ψ ∧
      nonstationary b φ - secondOrder b ψ ≤ ‖resid A b φ‖ ^ 2 / m := by
  have h := stationary_error_bounds hA hm hmL hb hψ φ
  have h1 := stationary_sub_nonstationary A b φ
  constructor <;> linarith [h.1, h.2]

/-- For symmetric `A` and `A ψ₁ = -b`, if `A (φ - ψ₁) = μ (φ - ψ₁)` then
`μ (S - E₂) = ‖r‖²`. -/
theorem stationary_error_of_eigenvector {A : E →ₗ[ℝ] E} (hA : A.IsSymmetric) {b ψ φ : E}
    (hψ : A ψ = -b) {μ : ℝ} (he : A (φ - ψ) = μ • (φ - ψ)) :
    μ * (stationary A b φ - secondOrder b ψ) = ‖resid A b φ‖ ^ 2 := by
  have hr : μ • (φ - ψ) = resid A b φ := by
    rw [← he, map_sub, hψ, sub_neg_eq_add, resid]
  have h1 := stationary_sub_nonstationary A b φ
  have h2 := nonstationary_error hA hψ φ
  have hS : stationary A b φ - secondOrder b ψ = ⟪φ - ψ, resid A b φ⟫_ℝ := by
    rw [inner_sub_left]
    linarith
  rw [hS, ← real_inner_smul_left, hr, real_inner_self_eq_norm_sq]

/-- For a unit vector `u` and `m ≤ L`, `twoLevel u m L` is symmetric, has form bounds `m, L`,
acts as `L` on `u` and as `m` on vectors orthogonal to `u`. -/
theorem twoLevel_witness {u : E} (hu : ‖u‖ = 1) {m L : ℝ} (hmL : m ≤ L) :
    (twoLevel u m L).IsSymmetric ∧ FormBounds (twoLevel u m L) m L ∧
      twoLevel u m L u = L • u ∧ ∀ w, ⟪u, w⟫_ℝ = 0 → twoLevel u m L w = m • w := by
  have happ : ∀ x, twoLevel u m L x = m • x + ((L - m) * ⟪u, x⟫_ℝ) • u := fun _ => rfl
  refine ⟨fun x y => ?_, fun x => ?_, ?_, fun w hw => ?_⟩
  · show ⟪twoLevel u m L x, y⟫_ℝ = ⟪x, twoLevel u m L y⟫_ℝ
    rw [happ x, happ y]
    simp only [inner_add_left, inner_add_right, real_inner_smul_left, real_inner_smul_right]
    rw [real_inner_comm u x]
    ring
  · have hc := pow_le_pow_left₀ (abs_nonneg _) (abs_real_inner_le_norm u x) 2
    rw [hu, one_mul, sq_abs] at hc
    have h1 := mul_nonneg (sub_nonneg.2 hmL) (sq_nonneg ⟪u, x⟫_ℝ)
    have h2 := mul_le_mul_of_nonneg_left hc (sub_nonneg.2 hmL)
    rw [happ x, inner_add_right, real_inner_smul_right, real_inner_smul_right,
      real_inner_self_eq_norm_sq x, real_inner_comm u x]
    constructor <;> nlinarith
  · rw [happ u, real_inner_self_eq_norm_sq u, hu]
    module
  · rw [happ w, hw, mul_zero, zero_smul, add_zero]

end

end SecondOrderResidualBounds
```

```lean
#print axioms SecondOrderResidualBounds.second_order_errors
#print axioms SecondOrderResidualBounds.nonstationary_error_bound
#print axioms SecondOrderResidualBounds.nonstationary_error_bounds_of_orthogonal
#print axioms SecondOrderResidualBounds.stationary_error_of_eigenvector
```

```
'SecondOrderResidualBounds.second_order_errors' depends on axioms: [propext, Classical.choice, Quot.sound]
'SecondOrderResidualBounds.nonstationary_error_bound' depends on axioms: [propext, Classical.choice, Quot.sound]
'SecondOrderResidualBounds.nonstationary_error_bounds_of_orthogonal' depends on axioms: [propext, Classical.choice, Quot.sound]
'SecondOrderResidualBounds.stationary_error_of_eigenvector' depends on axioms: [propext, Classical.choice, Quot.sound]
```

## Notes on the proof

`stationary_sub_nonstationary` is step 1: `inner_add_right` expands $\langle\varphi,r\rangle$ and `ring` compares terms. `nonstationary_error` is step 2: `hA ψ φ` moves $A$ across the inner product, `hψ` replaces $A\psi_1$ by $-b$, and `linarith` collects the terms.

`norm_sq_apply_bounds` holds steps 5 and 6 for an arbitrary `e`. In the first branch, `h0` is the expanded square and `h1` the lower form bound times $m$; symmetry is not used there. In the second, `h0` is positivity at `L • e - A e`, `hs` is the symmetry step, `h1` the upper bound at `A e`, and `le_of_mul_le_mul_left` cancels $L$.

In `stationary_error_bounds`, `hr` and `hS` are the two facts of step 3. Rewriting the lemma above at `φ - ψ` with them, and clearing denominators with `div_le_iff₀` and `le_div_iff₀`, is step 7.

`formBounds_of_eigenvalues` is step 4. The basis `v` and eigenvalues `μ` come from Mathlib's `eigenvectorBasis` and `eigenvalues`, with $i$ running over `Fin (Module.finrank ℝ E)`. The expansions are `hq` and `hx`, and `Finset.sum_le_sum` compares them term by term. `second_order_errors` feeds this into `stationary_error_bounds` and appends the two identities.

`nonstationary_error_bound` is step 8, with `h2` treating $\|\psi_1\|=0$ and $\|\psi_1\|>0$ separately. `nonstationary_error_bounds_of_orthogonal` and `stationary_error_of_eigenvector` are the two halves of step 9.

`twoLevel_witness` concerns the operator $x\mapsto mx+(L-m)\langle u,x\rangle u$ for a unit vector $u$ and $m\le L$. It proves symmetry, the form bounds from $0\le\langle u,x\rangle^2\le\|x\|^2$, the action $Lu$ on $u$, and $mw$ on every $w$ orthogonal to $u$. These supply the eigenvectors needed for equality in step 9, a nonzero $w$ requiring dimension at least two.
